# Becke cell functions of an atom pair add up to one and sharpen to a step under iteration

Let $p(x)=(3x-x^3)/2$, let $p^{[k]}$ be $p$ applied $k$ times, and let $s_k(x)=\tfrac12\bigl(1-p^{[k]}(x)\bigr)$. Then $s_k(x)+s_k(-x)=1$ for every real $x$ and every $k\ge 0$. On $[-1,1]$ each $s_k$ decreases strictly and takes values in $[0,1]$. As $k\to\infty$ it tends at each point of that interval to a step: $1$ for $x<0$, $\tfrac12$ at $x=0$, and $0$ for $x>0$. For $x\in[0,1]$ the approach is controlled by

$$1-p^{[k]}(x)\le\left(1-\frac x2\right)^k(1-x).$$

## Two atoms and one coordinate

Take two nuclei a distance $R>0$ apart, and let $r_1$ and $r_2$ be the distances of a point in space from them. The confocal coordinate of the first atom is

$$x=\frac{r_1-r_2}{R}.$$

By the triangle inequality $-1\le x\le 1$. The value is $-1$ at the first nucleus, $+1$ at the second and $0$ on the midplane. Exchanging the atoms changes $x$ into $-x$.

The first atom receives the weight $s_k(x)$ and the second $s_k(-x)$. Since the weights add up to one, an integral over all space splits into two atomic contributions without loss or double counting. Many density functional codes that integrate on atom-centred grids use weights of this type; the result here concerns the pair function alone, for two atoms and without any adjustment for atomic size. The number $k$ sets how sharply space is divided: $k=0$ gives the linear weight $(1-x)/2$, and the limit is the division at the midplane, which is the Voronoi division for two atoms.

## What the Lean statements say

The coordinate is a real number `x`, and `beckeP` is the polynomial $p$. The notation `beckeP^[k]` means $k$-fold composition, not a $k$-th power, and `beckeS k x` is $s_k(x)$.

- `beckeP_neg` and `beckeP_iterate_neg` state that $p$ and all its iterates are odd on the whole real line.
- `beckeP_strictMonoOn` and `beckeP_mapsTo` state that $p$ increases strictly on `Icc (-1) 1`, the closed interval $[-1,1]$, and maps it into itself.
- `beckeS_add_neg` is the sum rule for the two weights.
- `beckeS_strictAntiOn_mapsTo` states that $s_k$ decreases strictly on $[-1,1]$ and has values in $[0,1]$ there.
- `beckeP_iterate_bound` gives $x\le p^{[k]}(x)\le 1$ and the geometric bound for $x\in[0,1]$.
- `beckeP_iterate_tendsto` gives the limit $1$ on `Ioc (0 : ℝ) 1`, which is $(0,1]$.
- `beckeS_tendsto_step` gives the limit $(1-\operatorname{sign}x)/2$ on $[-1,1]$. Lean's `Real.sign` is $0$ at $0$, so the midplane is shared equally.

The geometry of the two atoms enters only through the range of $x$ and its change of sign when the atoms are exchanged; positions and distances do not appear in the file. Nor do molecules with more than two atoms, where products of pair functions have to be normalised, or the slopes of $s_k$.

## The polynomial on the interval

Oddness is immediate, because $p$ contains only odd powers. For monotonicity take $x<y$ in $[-1,1]$ and factorise:

$$p(y)-p(x)=\frac{(y-x)\bigl(3-(x^2+xy+y^2)\bigr)}2.$$

From $(y-x)^2>0$ we get $xy<(x^2+y^2)/2$. Hence $x^2+xy+y^2<\tfrac32(x^2+y^2)\le 3$, both factors are positive, and $p(y)>p(x)$.

The interval is preserved because

$$1+p(x)=\frac{(1+x)^2(2-x)}2,\qquad 1-p(x)=\frac{(1-x)^2(2+x)}2,$$

and both right-hand sides are non-negative for $-1\le x\le1$.

## Weights that complement each other

If $p^{[k]}$ is odd, then so is $p^{[k+1]}$:

$$p^{[k+1]}(-x)=p\bigl(-p^{[k]}(x)\bigr)=-p^{[k+1]}(x).$$

The case $k=0$ is the identity function, which is odd. Therefore

$$s_k(x)+s_k(-x)=\frac{1-p^{[k]}(x)}2+\frac{1+p^{[k]}(x)}2=1.$$

Strict monotonicity also passes to the iterates, since each application of $p$ stays in $[-1,1]$ and preserves strict order there. The minus sign in $s_k$ turns increase into decrease, and $-1\le p^{[k]}(x)\le1$ becomes $0\le s_k(x)\le1$.

## A geometric bound on the distance from one

Fix $x\in[0,1]$ and write $y=p^{[k]}(x)$. Suppose that $x\le y\le1$ and that the bound holds for $k$; for $k=0$ both are clear. One more application of $p$ gives

$$p(y)-y=\frac{y(1-y)(1+y)}2\ge0,$$

so $x\le y\le p(y)\le1$. For the distance from one,

$$\left(1-\frac x2\right)(1-y)-\bigl(1-p(y)\bigr)=\frac{(1-y)(y+y^2-x)}2\ge0,$$

because $y\ge x$ and $y^2\ge0$. Together with the bound for $k$ this yields

$$1-p(y)\le\left(1-\frac x2\right)(1-y)\le\left(1-\frac x2\right)^{k+1}(1-x).$$

For $0<x\le1$ the factor $1-x/2$ lies in $[\tfrac12,1)$, its powers tend to zero, and $p^{[k]}(x)\to1$. The bound suffices for the limit but is not the true rate: the factorisation of $1-p$ above gives $1-p(y)\le\tfrac32(1-y)^2$ for $0\le y\le1$, so once the iterates are close to one the convergence is faster than geometric.

A faulty shortcut would be to observe that each step reduces the distance from $1$ and to conclude that the distance vanishes. Distances such as $\tfrac12+\tfrac1{k+2}$ also decrease at every step, yet never fall below $\tfrac12$. The proof above uses a factor that is the same at every step and, for $x>0$, lies below one; the inequality $p^{[k]}(x)\ge x$ supplies it.

## From the limit to the step

For $x<0$ apply the limit to $-x\in(0,1]$; oddness gives $p^{[k]}(x)\to-1$. At $x=0$ every iterate is $0$. So $p^{[k]}(x)\to\operatorname{sign}x$ on $[-1,1]$, and $s_k(x)\to(1-\operatorname{sign}x)/2$.

## The complete Lean file

```lean
import Mathlib

open Filter Topology Set

namespace BeckePartition

noncomputable section

/-- The Becke polynomial `p(x) = (3x - x³)/2`. -/
def beckeP (x : ℝ) : ℝ := (3 * x - x ^ 3) / 2

/-- The Becke cell function `s_k(x) = (1 - p^[k](x))/2` of an atom pair, with `k` polynomial
iterations, as a function of the confocal coordinate `x`. -/
def beckeS (k : ℕ) (x : ℝ) : ℝ := (1 - beckeP^[k] x) / 2

/-- The Becke polynomial is odd. -/
theorem beckeP_neg (x : ℝ) : beckeP (-x) = -beckeP x := by
  unfold beckeP
  ring

/-- The Becke polynomial is strictly increasing on `[-1, 1]`. -/
theorem beckeP_strictMonoOn : StrictMonoOn beckeP (Icc (-1) 1) := by
  intro x hx y hy hxy
  obtain ⟨hx1, hx2⟩ := hx
  obtain ⟨hy1, hy2⟩ := hy
  have hd : 0 < y - x := sub_pos.mpr hxy
  have hxs : x ^ 2 ≤ 1 := by
    have h : 0 ≤ (1 - x) * (1 + x) := mul_nonneg (by linarith) (by linarith)
    linarith
  have hys : y ^ 2 ≤ 1 := by
    have h : 0 ≤ (1 - y) * (1 + y) := mul_nonneg (by linarith) (by linarith)
    linarith
  have hq : 0 < 3 - (x ^ 2 + x * y + y ^ 2) := by linarith [mul_pos hd hd]
  -- the difference of values factorises
  have hf : beckeP y - beckeP x = (y - x) * (3 - (x ^ 2 + x * y + y ^ 2)) / 2 := by
    unfold beckeP
    ring
  have hp := mul_pos hd hq
  linarith

/-- The Becke polynomial maps `[-1, 1]` to itself. -/
theorem beckeP_mapsTo : MapsTo beckeP (Icc (-1) 1) (Icc (-1) 1) := by
  intro x hx
  obtain ⟨h1, h2⟩ := hx
  have ha : 0 ≤ (1 + x) ^ 2 * (2 - x) := mul_nonneg (sq_nonneg _) (by linarith)
  have hb : 0 ≤ (1 - x) ^ 2 * (2 + x) := mul_nonneg (sq_nonneg _) (by linarith)
  have ea : beckeP x + 1 = (1 + x) ^ 2 * (2 - x) / 2 := by
    unfold beckeP
    ring
  have eb : 1 - beckeP x = (1 - x) ^ 2 * (2 + x) / 2 := by
    unfold beckeP
    ring
  constructor <;> linarith

/-- Every iterate of the Becke polynomial is odd. -/
theorem beckeP_iterate_neg (k : ℕ) (x : ℝ) : beckeP^[k] (-x) = -beckeP^[k] x := by
  induction k with
  | zero => simp only [Function.iterate_zero, id_eq]
  | succ k ih =>
    rw [Function.iterate_succ_apply', Function.iterate_succ_apply', ih, beckeP_neg]

/-- The cell functions of the two atoms of a pair, which see opposite coordinates `x` and `-x`,
add up to one. -/
theorem beckeS_add_neg (k : ℕ) (x : ℝ) : beckeS k x + beckeS k (-x) = 1 := by
  unfold beckeS
  rw [beckeP_iterate_neg]
  ring

/-- On `[-1, 1]` the cell function is strictly decreasing and takes values in `[0, 1]`. -/
theorem beckeS_strictAntiOn_mapsTo (k : ℕ) :
    StrictAntiOn (beckeS k) (Icc (-1) 1) ∧ MapsTo (beckeS k) (Icc (-1) 1) (Icc 0 1) := by
  have hmono : StrictMonoOn (beckeP^[k]) (Icc (-1) 1) := by
    induction k with
    | zero =>
      intro x _ y _ hxy
      simpa only [Function.iterate_zero, id_eq] using hxy
    | succ k ih =>
      intro x hx y hy hxy
      rw [Function.iterate_succ_apply', Function.iterate_succ_apply']
      exact beckeP_strictMonoOn (beckeP_mapsTo.iterate k hx) (beckeP_mapsTo.iterate k hy)
        (ih hx hy hxy)
  constructor
  · intro x hx y hy hxy
    have h := hmono hx hy hxy
    unfold beckeS
    linarith
  · intro x hx
    obtain ⟨h1, h2⟩ := beckeP_mapsTo.iterate k hx
    unfold beckeS
    constructor <;> linarith

/-- For `x` in `[0, 1]` the iterates stay between `x` and `1`, and their distance from `1` is at
most `(1 - x/2)^k (1 - x)`. -/
theorem beckeP_iterate_bound {x : ℝ} (hx : x ∈ Icc (0 : ℝ) 1) (k : ℕ) :
    beckeP^[k] x ∈ Icc x 1 ∧ 1 - beckeP^[k] x ≤ (1 - x / 2) ^ k * (1 - x) := by
  obtain ⟨h0, h1⟩ := hx
  induction k with
  | zero =>
    simp only [Function.iterate_zero, id_eq, pow_zero, one_mul, mem_Icc, le_refl, h1, and_self]
  | succ k ih =>
    rw [Function.iterate_succ_apply']
    obtain ⟨⟨hl, hu⟩, hb⟩ := ih
    generalize beckeP^[k] x = y at hl hu hb ⊢
    have hy0 : 0 ≤ y := h0.trans hl
    have hy1 : 0 ≤ 1 - y := by linarith
    -- one step does not decrease `y`
    have hup : 0 ≤ y * (1 - y) * (1 + y) :=
      mul_nonneg (mul_nonneg hy0 hy1) (by linarith)
    have eup : beckeP y - y = y * (1 - y) * (1 + y) / 2 := by
      unfold beckeP
      ring
    have hle : beckeP y ≤ 1 := (beckeP_mapsTo ⟨by linarith, hu⟩).2
    -- and the new distance from `1` is at most `1 - x/2` times the old one
    have hc : 0 ≤ (1 - y) * (y + y ^ 2 - x) :=
      mul_nonneg hy1 (by linarith [sq_nonneg y])
    have ec : (1 - x / 2) * (1 - y) - (1 - beckeP y) = (1 - y) * (y + y ^ 2 - x) / 2 := by
      unfold beckeP
      ring
    have hm := mul_le_mul_of_nonneg_left hb (show 0 ≤ 1 - x / 2 by linarith)
    refine ⟨⟨by linarith, hle⟩, ?_⟩
    calc 1 - beckeP y ≤ (1 - x / 2) * (1 - y) := by linarith
      _ ≤ (1 - x / 2) * ((1 - x / 2) ^ k * (1 - x)) := hm
      _ = (1 - x / 2) ^ (k + 1) * (1 - x) := by rw [pow_succ', mul_assoc]

/-- For every `x` in `(0, 1]` the iterates of the Becke polynomial tend to `1`. -/
theorem beckeP_iterate_tendsto {x : ℝ} (hx : x ∈ Ioc (0 : ℝ) 1) :
    Tendsto (fun k : ℕ => beckeP^[k] x) atTop (𝓝 1) := by
  obtain ⟨h0, h1⟩ := hx
  have hpow : Tendsto (fun k : ℕ => (1 - x / 2) ^ k) atTop (𝓝 0) :=
    tendsto_pow_atTop_nhds_zero_of_lt_one (by linarith) (by linarith)
  have hlow : Tendsto (fun k : ℕ => 1 - (1 - x / 2) ^ k * (1 - x)) atTop (𝓝 1) := by
    have h := (hpow.mul_const (1 - x)).const_sub 1
    rw [zero_mul, sub_zero] at h
    exact h
  refine tendsto_of_tendsto_of_tendsto_of_le_of_le hlow tendsto_const_nhds ?_ ?_
  · intro k
    have h := (beckeP_iterate_bound ⟨h0.le, h1⟩ k).2
    show 1 - (1 - x / 2) ^ k * (1 - x) ≤ beckeP^[k] x
    linarith
  · intro k
    exact (beckeP_iterate_bound ⟨h0.le, h1⟩ k).1.2

/-- With growing number of iterations the cell function tends, at each point of `[-1, 1]`, to the
sharp step that is `1` for `x < 0`, `1/2` at `x = 0` and `0` for `x > 0`. -/
theorem beckeS_tendsto_step {x : ℝ} (hx : x ∈ Icc (-1 : ℝ) 1) :
    Tendsto (fun k : ℕ => beckeS k x) atTop (𝓝 ((1 - Real.sign x) / 2)) := by
  have key : Tendsto (fun k : ℕ => beckeP^[k] x) atTop (𝓝 (Real.sign x)) := by
    rcases lt_trichotomy x 0 with h | h | h
    · -- the negative side follows from oddness
      rw [Real.sign_of_neg h]
      have ht := (beckeP_iterate_tendsto (x := -x) ⟨by linarith, by linarith [hx.1]⟩).neg
      simpa only [beckeP_iterate_neg, neg_neg] using ht
    · subst h
      have h0 : beckeP 0 = 0 := by
        unfold beckeP
        ring
      have hfix : ∀ k : ℕ, beckeP^[k] 0 = 0 := fun k => Function.iterate_fixed h0 k
      simp only [hfix, Real.sign_zero]
      exact tendsto_const_nhds
    · rw [Real.sign_of_pos h]
      exact beckeP_iterate_tendsto ⟨h, hx.2⟩
  exact (key.const_sub 1).div_const 2

end

end BeckePartition
```

```lean
#print axioms BeckePartition.beckeS_add_neg
#print axioms BeckePartition.beckeS_strictAntiOn_mapsTo
#print axioms BeckePartition.beckeS_tendsto_step
```

```
'BeckePartition.beckeS_add_neg' depends on axioms: [propext, Classical.choice, Quot.sound]
'BeckePartition.beckeS_strictAntiOn_mapsTo' depends on axioms: [propext, Classical.choice, Quot.sound]
'BeckePartition.beckeS_tendsto_step' depends on axioms: [propext, Classical.choice, Quot.sound]
```

## How the Lean proof follows the derivation

The algebraic identities are checked by `ring` after `unfold beckeP` has exposed the polynomial. The inequalities then follow from signs of products. In `beckeP_strictMonoOn`, the term `mul_pos hd hd` is the statement $(y-x)^2>0$. With $x^2\le1$ and $y^2\le1$ it lets `linarith` show that the second factor is positive. In `beckeP_mapsTo`, the equations `ea` and `eb` are the two factorisations of $1\pm p(x)$.

Oddness, strict monotonicity and the bounds for the iterates are proved by induction on `k`. The rewrite `Function.iterate_succ_apply'` puts the new application of $p$ on the outside, $p^{[k+1]}(x)=p(p^{[k]}(x))$, as in the derivation. Inside `beckeS_strictAntiOn_mapsTo`, the auxiliary statement `hmono` carries strict monotonicity through the iterates, while `beckeP_mapsTo.iterate k` keeps the intermediate values in $[-1,1]$, where monotonicity of $p$ is available.

In `beckeP_iterate_bound` the lower bound $x\le p^{[k]}(x)$ and the geometric estimate are proved in the same induction, since the estimate uses the lower bound at each step. The `generalize` line names the current iterate `y`. The equation `eup` shows that the step does not go downwards, `ec` compares the new distance with the contracted old one, and the closing `calc` block is the last chain of inequalities in the derivation.

`beckeP_iterate_tendsto` is a squeeze: the iterates lie between $1-(1-x/2)^k(1-x)$ and $1$, and both bounds tend to $1$. Finally, `beckeS_tendsto_step` splits into $x<0$, $x=0$ and $x>0$. The negative case reuses the positive one at `-x` and changes the sign, the zero case uses `Function.iterate_fixed`, and the last line carries the limit of $p^{[k]}(x)$ over to $s_k(x)$.
